# The variance of a one-body operator in a Slater determinant of orthonormal orbitals on a finite set is tr(P h (1−P) h)

## Orbitals, determinant and operator

Let $X$ be a finite set of one-particle labels, such as lattice sites with spin. The orbitals $\varphi_k$ are the columns of a complex matrix $\Phi$, with $k$ running over `Fin N`. Inner products conjugate the first argument. For $x=(x_i)\in X^N$,

$$\Psi(x)=\frac1{\sqrt{N!}}\det[\varphi_k(x_i)],\qquad (HF)(x)=\sum_i\sum_{y\in X}h(x_i,y)\,F(x\text{ with }x_i\to y).$$

In Lean these are `slater Φ` and `oneBody h F`, where $F$ is any $N$-particle function, antisymmetric or not. `braket` sums over all of $X^N$, `projector Φ` is $P=\Phi\Phi^\dagger$, and `variance h F` is $\langle F,H^2F\rangle-\langle F,HF\rangle^2$, a complex number by type.

## What is proved

Orthonormality is the hypothesis `Φᴴ * Φ = 1`. For Hermitian $h$, `variance_slater` states that $\Psi$ is normalized, that its variance equals $\mathrm{tr}(Ph(1-P)h)$, and that this number has zero imaginary part and nonnegative real part. `variance_eq_zero_iff` adds that it vanishes exactly when $Ph=hP$.

Self-consistent-field calculations use a similar commutator, of Fock and density matrices, to monitor convergence; here $h$ is fixed, and the variance is that of a non-interacting Hamiltonian in a finite orthonormal basis. Two-body operators and infinite-dimensional one-particle spaces are not covered.

## Derivation

**One application of $H$.** Fix $x$ and put $S_{ik}=\varphi_k(x_i)$. Moving particle $i$ to $y$ replaces row $i$ of $S$, so the new determinant is $\sum_k\mathrm{adj}(S)_{ki}\,\varphi_k(y)$. Hence

$$H\Psi(x)=\frac1{\sqrt{N!}}\sum_k\sum_i\mathrm{adj}(S)_{ki}\,(h\varphi_k)(x_i)=\sum_k\Psi[\varphi_k\to h\varphi_k](x),$$

since the inner sum expands a determinant along column $k$.

Write $h\varphi_k=\sum_j\varphi_j\langle\varphi_j,h\varphi_k\rangle+\chi_k$ with $\chi_k=(1-P)h\varphi_k$. Terms with $j\ne k$ repeat a column and vanish, so

$$H\Psi=m\Psi+\sum_kD_k,\qquad m=\sum_k\langle\varphi_k,h\varphi_k\rangle,\quad D_k=\Psi[\varphi_k\to\chi_k].$$

**Overlaps.** For determinants $\Psi_A,\Psi_B$ with orbitals $a_i,b_j$, expand the conjugated one:

$$\langle\Psi_A,\Psi_B\rangle=\frac1{N!}\sum_\sigma\mathrm{sgn}(\sigma)\sum_x\prod_i\overline{a_i(x_{\sigma(i)})}\,\det[b_j(x_i)].$$

Relabelling $y_i=x_{\sigma(i)}$ gives a second factor $\mathrm{sgn}(\sigma)$. Each of the $N!$ permutations therefore contributes $\sum_y\prod_i\overline{a_i(y_i)}\det[b_j(y_i)]=\det[\langle a_i,b_j\rangle]$, by linearity in each row, and this is the overlap.

For orthonormal orbitals, $\langle\Psi,\Psi\rangle=1$ and $\langle\Psi,\Psi[\varphi_k\to v]\rangle=\langle\varphi_k,v\rangle$. Since $\langle\varphi_i,\chi_k\rangle=0$ for all $i$, we get $\langle\Psi,D_k\rangle=0$ and $\langle H\rangle=m$.

**Second application.** $HD_k$ is a sum over the orbital $l$ on which $h$ acts. If $l\ne k$, $\chi_k$ remains and gives a zero column of overlaps. The term $l=k$ gives $\langle\varphi_k,h\chi_k\rangle$. Thus $\langle H^2\rangle=m^2+\sum_k\langle\varphi_k,h\chi_k\rangle$, and

$$\langle H^2\rangle-\langle H\rangle^2=\sum_k\langle\varphi_k,h(1-P)h\varphi_k\rangle=\mathrm{tr}(Ph(1-P)h).$$

**Hermitian $h$.** As $1-P$ is a Hermitian idempotent, the sum equals $\sum_k\|(1-P)h\varphi_k\|^2\ge0$. If it is zero, then $(1-P)hP=0$; the adjoint is $Ph(1-P)=0$, and subtracting gives $Ph=hP$. Conversely, $Ph=hP$ gives $(1-P)h\varphi_k=h(1-P)\varphi_k=0$.

## Two particles on three sites

Let $X=\{a,b,c\}$, $\varphi_0=e_a$, $\varphi_1=e_b$ and

$$h=\begin{pmatrix}1&0&1\\0&3&2\\1&2&0\end{pmatrix}.$$

Then $m=4$, $\chi_0=e_c$ and $\chi_1=2e_c$. So $\langle H^2\rangle=16+1+4=21$, and the variance is $21-16=5$.

## Without Hermiticity

Take $N=1$, $X=\{a,b\}$, $\varphi_0=e_a$ and $h=\begin{pmatrix}0&1\\-1&0\end{pmatrix}$. Then $h^2=-1$, so $\langle H^2\rangle-\langle H\rangle^2=-1$. The trace formula still holds, but nonnegativity fails.

## The Lean file

```lean
import Mathlib

open Matrix

namespace SlaterVariance

noncomputable section

variable {X : Type*} [Fintype X] {N : ℕ}

/-- The `N`-particle Slater determinant, with prefactor `1/√N!`, of the orbitals that form
the columns of `M`. -/
def slater (M : Matrix X (Fin N) ℂ) (x : Fin N → X) : ℂ :=
  (((Real.sqrt (N.factorial : ℝ))⁻¹ : ℝ) : ℂ) * (M.submatrix x id).det

/-- The one-body operator `∑ i, h_i` acting on an `N`-particle wave function. -/
def oneBody (h : Matrix X X ℂ) (F : (Fin N → X) → ℂ) (x : Fin N → X) : ℂ :=
  ∑ i, ∑ y, h (x i) y * F (Function.update x i y)

/-- The inner product of two `N`-particle wave functions. -/
def braket (F G : (Fin N → X) → ℂ) : ℂ := ∑ x, star (F x) * G x

/-- The expression `⟨H²⟩ - ⟨H⟩²` for `H = ∑ i, h_i` in the wave function `F`. -/
def variance (h : Matrix X X ℂ) (F : (Fin N → X) → ℂ) : ℂ :=
  braket F (oneBody h (oneBody h F)) - braket F (oneBody h F) ^ 2

/-- The matrix `∑ k, |φ_k⟩⟨φ_k|`, which for orthonormal orbitals is the projector onto
their span. -/
def projector (Φ : Matrix X (Fin N) ℂ) : Matrix X X ℂ := Φ * Φᴴ

omit [Fintype X] in
/-- A determinant with orbital `k` replaced by `v`, expanded along that orbital. -/
theorem slater_updateCol (M : Matrix X (Fin N) ℂ) (k : Fin N) (v : X → ℂ) (x : Fin N → X) :
    slater (M.updateCol k v) x = (((Real.sqrt (N.factorial : ℝ))⁻¹ : ℝ) : ℂ) *
      ∑ i, (M.submatrix x id).adjugate k i * v (x i) := by
  have e : (M.updateCol k v).submatrix x id
      = (M.submatrix x id).updateCol k (fun i => v (x i)) := by
    ext a b
    by_cases hb : b = k <;> simp [hb]
  rw [slater, e, ← Matrix.cramer_apply, Matrix.cramer_eq_adjugate_mulVec]
  rfl

/-- A one-body operator turns a determinant into the sum of the determinants in which one
orbital `φ_k` is replaced by `h φ_k`. -/
theorem oneBody_slater (h : Matrix X X ℂ) (M : Matrix X (Fin N) ℂ) :
    oneBody h (slater M) = fun x => ∑ k, slater (M.updateCol k (h *ᵥ Mᵀ k)) x := by
  funext x
  -- moving one particle replaces one row
  have hrow : ∀ i y, (M.submatrix (Function.update x i y) id).det
      = ∑ k, (M.submatrix x id).adjugate k i * M y k := by
    intro i y
    have e : M.submatrix (Function.update x i y) id
        = (M.submatrix x id).updateRow i (M y) := by
      ext a b
      by_cases ha : a = i
      · subst ha; simp
      · simp [ha]
    rw [e, ← Matrix.cramer_transpose_apply, Matrix.cramer_eq_adjugate_mulVec,
      ← Matrix.adjugate_transpose]
    rfl
  simp only [slater_updateCol]
  simp only [oneBody, slater, hrow, Matrix.mulVec, dotProduct, Matrix.transpose_apply,
    Finset.mul_sum]
  refine Eq.trans ?_ Finset.sum_comm
  refine Finset.sum_congr rfl fun i _ => ?_
  refine Eq.trans Finset.sum_comm ?_
  refine Finset.sum_congr rfl fun k _ => Finset.sum_congr rfl fun y _ => ?_
  ring

/-- With `P = ∑ k, |φ_k⟩⟨φ_k|`, a one-body operator turns a determinant into a multiple of
itself plus the determinants in which one `φ_k` is replaced by `(1 - P) h φ_k`. -/
theorem oneBody_slater_split [DecidableEq X] (h : Matrix X X ℂ) (Φ : Matrix X (Fin N) ℂ) :
    oneBody h (slater Φ) = fun x => (Φᴴ * h * Φ).trace * slater Φ x +
      ∑ k, slater (Φ.updateCol k ((1 - projector Φ) *ᵥ (h *ᵥ Φᵀ k))) x := by
  rw [oneBody_slater]
  funext x
  have hχ : ∀ k, (1 - projector Φ) *ᵥ (h *ᵥ Φᵀ k)
      = h *ᵥ Φᵀ k - Φ *ᵥ (Φᴴ *ᵥ (h *ᵥ Φᵀ k)) := by
    intro k
    rw [Matrix.sub_mulVec, Matrix.one_mulVec, projector, ← Matrix.mulVec_mulVec]
  -- Cramer's rule: only the component along `φ_k` survives
  have hcr : ∀ (k : Fin N) (c : Fin N → ℂ),
      ∑ i, (Φ.submatrix x id).adjugate k i * (Φ *ᵥ c) (x i)
        = (Φ.submatrix x id).det * c k := by
    intro k c
    have e : ∀ S : Matrix (Fin N) (Fin N) ℂ, S.adjugate *ᵥ (S *ᵥ c) = S.det • c := by
      intro S
      rw [Matrix.mulVec_mulVec, Matrix.adjugate_mul]
      ext j
      simp [Matrix.mulVec, dotProduct, Matrix.one_apply]
    exact congrFun (e (Φ.submatrix x id)) k
  have ht : (Φᴴ * h * Φ).trace = ∑ k, (Φᴴ *ᵥ (h *ᵥ Φᵀ k)) k := by
    simp only [Matrix.mulVec_mulVec]
    rfl
  rw [ht, Finset.sum_mul, ← Finset.sum_add_distrib]
  refine Finset.sum_congr rfl fun k _ => ?_
  simp only [slater_updateCol, hχ, Pi.sub_apply, mul_sub, Finset.sum_sub_distrib, hcr]
  simp only [slater]
  ring

/-- The overlap of two Slater determinants is the determinant of the orbital overlaps. -/
theorem braket_slater (A B : Matrix X (Fin N) ℂ) :
    braket (slater A) (slater B) = (Aᴴ * B).det := by
  have hdet : (Aᴴ * B).det
      = ∑ x : Fin N → X, (∏ i, star (A (x i) i)) * (B.submatrix x id).det := by
    have hB : ∀ x : Fin N → X, (B.submatrix x id).det = ∑ σ : Equiv.Perm (Fin N),
        ((Equiv.Perm.sign σ : ℤ) : ℂ) * ∏ i, B (x i) (σ i) := by
      intro x
      rw [← Matrix.det_transpose, Matrix.det_apply']
      rfl
    rw [← Matrix.det_transpose, Matrix.det_apply']
    simp only [hB, Finset.mul_sum]
    refine Eq.trans ?_ Finset.sum_comm
    refine Finset.sum_congr rfl fun σ _ => ?_
    have e : ∏ i, (Aᴴ * B)ᵀ (σ i) i
        = ∑ x : Fin N → X, ∏ i, star (A (x i) i) * B (x i) (σ i) := by
      simp only [Matrix.transpose_apply, Matrix.mul_apply, Matrix.conjTranspose_apply]
      rw [Finset.prod_univ_sum, Fintype.piFinset_univ]
    rw [e, Finset.mul_sum]
    refine Finset.sum_congr rfl fun x _ => ?_
    rw [Finset.prod_mul_distrib]
    ring
  have hA : ∀ x : Fin N → X, star (A.submatrix x id).det = ∑ σ : Equiv.Perm (Fin N),
      ((Equiv.Perm.sign σ : ℤ) : ℂ) * ∏ i, star (A (x (σ i)) i) := by
    intro x
    rw [← Matrix.det_conjTranspose, ← Matrix.det_transpose, Matrix.det_apply']
    rfl
  -- each of the `N!` permutations contributes equally
  have key : ∑ x : Fin N → X, star (A.submatrix x id).det * (B.submatrix x id).det
      = (N.factorial : ℂ) * (Aᴴ * B).det := by
    simp only [hA, Finset.sum_mul]
    rw [Finset.sum_comm]
    trans ∑ _σ : Equiv.Perm (Fin N), (Aᴴ * B).det
    · refine Finset.sum_congr rfl fun σ _ => ?_
      rw [hdet]
      refine Fintype.sum_equiv (σ.symm.arrowCongr (Equiv.refl X)) _ _ fun x => ?_
      have hp : (B.submatrix (fun i => x (σ i)) id).det
          = ((Equiv.Perm.sign σ : ℤ) : ℂ) * (B.submatrix x id).det :=
        Matrix.det_permute σ (B.submatrix x id)
      change _ = (∏ i, star (A (x (σ i)) i)) * (B.submatrix (fun i => x (σ i)) id).det
      rw [hp]
      ring
    · rw [Finset.sum_const, Finset.card_univ, Fintype.card_perm, Fintype.card_fin,
        nsmul_eq_mul]
  have hr : (Real.sqrt (N.factorial : ℝ))⁻¹ * (Real.sqrt (N.factorial : ℝ))⁻¹
      * (N.factorial : ℝ) = 1 := by
    rw [← mul_inv, Real.mul_self_sqrt (Nat.cast_nonneg _)]
    exact inv_mul_cancel₀ (Nat.cast_ne_zero.mpr N.factorial_ne_zero)
  have hc := congrArg (fun r : ℝ => (r : ℂ)) hr
  simp only [Complex.ofReal_mul, Complex.ofReal_natCast, Complex.ofReal_one] at hc
  have hs : ∀ r : ℝ, star (r : ℂ) = r := fun r => Complex.conj_ofReal r
  simp only [braket, slater, star_mul', hs]
  rw [← one_mul (Aᴴ * B).det, ← hc, mul_assoc, ← key, Finset.mul_sum]
  refine Finset.sum_congr rfl fun x _ => ?_
  ring

/-- For orthonormal orbitals, the overlap of the determinant with the one in which `φ_k` is
replaced by `v` is `⟨φ_k, v⟩`. -/
theorem braket_single {Φ : Matrix X (Fin N) ℂ} (hΦ : Φᴴ * Φ = 1) (k : Fin N) (v : X → ℂ) :
    braket (slater Φ) (slater (Φ.updateCol k v)) = (Φᴴ *ᵥ v) k := by
  have e : Φᴴ * Φ.updateCol k v = (Φᴴ * Φ).updateCol k (Φᴴ *ᵥ v) := by
    ext i j
    by_cases hj : j = k <;>
      simp [Matrix.mul_apply, Matrix.mulVec, dotProduct, hj]
  rw [braket_slater, e, hΦ, ← Matrix.cramer_apply, Matrix.cramer_eq_adjugate_mulVec,
    Matrix.adjugate_one, Matrix.one_mulVec]

/-- For orthonormal orbitals and any one-body matrix `h`, `⟨H²⟩ - ⟨H⟩²` in the determinant
equals `tr(P h (1 - P) h)`. -/
theorem variance_eq_trace [DecidableEq X] {Φ : Matrix X (Fin N) ℂ} (hΦ : Φᴴ * Φ = 1)
    (h : Matrix X X ℂ) :
    variance h (slater Φ) = (projector Φ * h * (1 - projector Φ) * h).trace := by
  obtain ⟨χ, hχ⟩ : ∃ χ : Fin N → X → ℂ,
      ∀ k, χ k = (1 - projector Φ) *ᵥ (h *ᵥ Φᵀ k) := ⟨_, fun _ => rfl⟩
  obtain ⟨D, hD⟩ : ∃ D : Fin N → (Fin N → X) → ℂ,
      ∀ k, D k = slater (Φ.updateCol k (χ k)) := ⟨_, fun _ => rfl⟩
  obtain ⟨m, hm⟩ : ∃ m : ℂ, m = (Φᴴ * h * Φ).trace := ⟨_, rfl⟩
  have hsp : oneBody h (slater Φ) = fun x => m * slater Φ x + ∑ k, D k x := by
    simp only [hD, hχ, hm]
    exact oneBody_slater_split h Φ
  have hPQ : Φᴴ * (1 - projector Φ) = 0 := by
    rw [projector, Matrix.mul_sub, Matrix.mul_one, ← Matrix.mul_assoc, hΦ, Matrix.one_mul,
      sub_self]
  have hort : ∀ k, Φᴴ *ᵥ χ k = 0 := by
    intro k
    rw [hχ, Matrix.mulVec_mulVec, hPQ, Matrix.zero_mulVec]
  -- linearity of the inner product and of the one-body operator
  have bs : ∀ K : Fin N → (Fin N → X) → ℂ,
      braket (slater Φ) (fun x => ∑ k, K k x) = ∑ k, braket (slater Φ) (K k) := by
    intro K
    simp only [braket, Finset.mul_sum]
    exact Finset.sum_comm
  have bl : ∀ (G : (Fin N → X) → ℂ) (K : Fin N → (Fin N → X) → ℂ),
      braket (slater Φ) (fun x => m * G x + ∑ k, K k x)
        = m * braket (slater Φ) G + ∑ k, braket (slater Φ) (K k) := by
    intro G K
    rw [← bs]
    simp only [braket, mul_add, Finset.sum_add_distrib]
    congr 1
    rw [Finset.mul_sum]
    exact Finset.sum_congr rfl fun x _ => by ring
  have ol : oneBody h (fun x => m * slater Φ x + ∑ k, D k x)
      = fun x => m * oneBody h (slater Φ) x + ∑ k, oneBody h (D k) x := by
    funext x
    simp only [oneBody, mul_add, Finset.sum_add_distrib, Finset.mul_sum]
    congr 1
    · exact Finset.sum_congr rfl fun i _ => Finset.sum_congr rfl fun y _ => by ring
    · exact (Eq.trans Finset.sum_comm
        (Finset.sum_congr rfl fun i _ => Finset.sum_comm)).symm
  have mean : braket (slater Φ) (oneBody h (slater Φ)) = m := by
    have h0 : ∀ k, braket (slater Φ) (D k) = 0 := by
      intro k
      rw [hD, braket_single hΦ, hort]
      rfl
    rw [hsp, bl, braket_slater, hΦ, Matrix.det_one]
    simp only [h0, Finset.sum_const_zero, mul_one, add_zero]
  -- the second `h` must act on the excited orbital
  have back : ∀ k, braket (slater Φ) (oneBody h (D k)) = (Φᴴ *ᵥ (h *ᵥ χ k)) k := by
    intro k
    rw [hD, oneBody_slater]
    refine (bs _).trans ?_
    rw [Finset.sum_eq_single k]
    · have e0 : (Φ.updateCol k (χ k))ᵀ k = χ k := by
        ext y
        simp [Matrix.transpose_apply]
      have e1 : (Φ.updateCol k (χ k)).updateCol k (h *ᵥ χ k)
          = Φ.updateCol k (h *ᵥ χ k) := by
        ext i j
        by_cases hj : j = k <;> simp [hj]
      rw [e0, e1, braket_single hΦ]
    · intro l _ hl
      rw [braket_slater]
      refine Matrix.det_eq_zero_of_column_eq_zero k fun i => ?_
      have := congrFun (hort k) i
      simpa [Matrix.mul_apply, Matrix.updateCol_apply, hl.symm, Matrix.mulVec,
        dotProduct] using this
    · intro hk
      exact absurd (Finset.mem_univ k) hk
  have second : braket (slater Φ) (oneBody h (oneBody h (slater Φ)))
      = m * m + ∑ k, (Φᴴ *ᵥ (h *ᵥ χ k)) k := by
    have e := congrArg (fun F => braket (slater Φ) (oneBody h F)) hsp
    refine e.trans ?_
    simp only [ol, bl, mean, back]
  have htr : (projector Φ * h * (1 - projector Φ) * h).trace
      = ∑ k, (Φᴴ *ᵥ (h *ᵥ χ k)) k := by
    have e : ∀ k, Φᴴ *ᵥ (h *ᵥ χ k)
        = (Φᴴ * (h * ((1 - projector Φ) * h))) *ᵥ Φᵀ k := by
      intro k
      simp only [hχ, ← Matrix.mulVec_mulVec]
    rw [show projector Φ * h * (1 - projector Φ) * h
      = Φ * (Φᴴ * (h * ((1 - projector Φ) * h))) by
        simp only [projector, Matrix.mul_assoc], Matrix.trace_mul_comm]
    simp only [e]
    rfl
  rw [variance, second, mean, htr]
  ring

/-- For orthonormal orbitals and Hermitian `h`, the variance is the sum over the orbitals of
the squared norms of `(1 - P) h φ_k`. -/
theorem variance_eq_sum_norm [DecidableEq X] {Φ : Matrix X (Fin N) ℂ} (hΦ : Φᴴ * Φ = 1)
    {h : Matrix X X ℂ} (hh : h.IsHermitian) :
    variance h (slater Φ)
      = ((∑ k, ∑ x, ‖((1 - projector Φ) * h * Φ : Matrix X (Fin N) ℂ) x k‖ ^ 2 : ℝ) : ℂ) := by
  have tr : ∀ B : Matrix X (Fin N) ℂ,
      (Bᴴ * B).trace = ((∑ k, ∑ x, ‖B x k‖ ^ 2 : ℝ) : ℂ) := by
    intro B
    simp only [Matrix.trace, Matrix.diag_apply, Matrix.mul_apply,
      Matrix.conjTranspose_apply, Complex.ofReal_sum]
    refine Finset.sum_congr rfl fun k _ => Finset.sum_congr rfl fun x _ => ?_
    rw [← Complex.normSq_eq_norm_sq, Complex.normSq_eq_conj_mul_self]
    rfl
  have hPP : projector Φ * projector Φ = projector Φ := by
    rw [projector, Matrix.mul_assoc, ← Matrix.mul_assoc Φᴴ, hΦ, Matrix.one_mul]
  have hQQ : (1 - projector Φ) * (1 - projector Φ) = 1 - projector Φ := by
    linear_combination (norm := noncomm_ring) hPP
  have hQ : (1 - projector Φ)ᴴ = 1 - projector Φ := by
    simp [projector, Matrix.conjTranspose_sub, Matrix.conjTranspose_mul]
  rw [variance_eq_trace hΦ, ← tr ((1 - projector Φ) * h * Φ), Matrix.conjTranspose_mul,
    Matrix.conjTranspose_mul, hQ, hh.eq]
  have e : Φᴴ * (h * (1 - projector Φ)) * ((1 - projector Φ) * h * Φ)
      = Φᴴ * (h * (1 - projector Φ) * h) * Φ := by
    calc _ = Φᴴ * (h * ((1 - projector Φ) * (1 - projector Φ)) * h) * Φ := by
          simp only [Matrix.mul_assoc]
      _ = _ := by rw [hQQ]
  rw [e, ← Matrix.trace_mul_comm Φ]
  simp only [projector, Matrix.mul_assoc]

/-- For orthonormal orbitals and Hermitian `h`, the variance of `∑ i, h_i` in the normalized
determinant equals `tr(P h (1 - P) h)`, and it is real and nonnegative. -/
theorem variance_slater [DecidableEq X] {Φ : Matrix X (Fin N) ℂ} (hΦ : Φᴴ * Φ = 1)
    {h : Matrix X X ℂ} (hh : h.IsHermitian) :
    braket (slater Φ) (slater Φ) = 1 ∧
    variance h (slater Φ) = (projector Φ * h * (1 - projector Φ) * h).trace ∧
    (variance h (slater Φ)).im = 0 ∧ 0 ≤ (variance h (slater Φ)).re := by
  refine ⟨by rw [braket_slater, hΦ, Matrix.det_one], variance_eq_trace hΦ h, ?_, ?_⟩
  · rw [variance_eq_sum_norm hΦ hh, Complex.ofReal_im]
  · rw [variance_eq_sum_norm hΦ hh, Complex.ofReal_re]
    positivity

/-- For orthonormal orbitals and Hermitian `h`, the variance vanishes exactly when `h`
commutes with the projector onto the span of the orbitals. -/
theorem variance_eq_zero_iff [DecidableEq X] {Φ : Matrix X (Fin N) ℂ} (hΦ : Φᴴ * Φ = 1)
    {h : Matrix X X ℂ} (hh : h.IsHermitian) :
    variance h (slater Φ) = 0 ↔ projector Φ * h = h * projector Φ := by
  rw [variance_eq_sum_norm hΦ hh, Complex.ofReal_eq_zero]
  constructor
  · intro h0
    have hB : (1 - projector Φ) * h * Φ = 0 := by
      ext x k
      have h1 := (Finset.sum_eq_zero_iff_of_nonneg
        (fun k _ => by positivity)).1 h0 k (Finset.mem_univ k)
      have h2 := (Finset.sum_eq_zero_iff_of_nonneg
        (fun x _ => by positivity)).1 h1 x (Finset.mem_univ x)
      rw [Matrix.zero_apply]
      exact norm_eq_zero.1 ((pow_eq_zero_iff two_ne_zero).1 h2)
    have h1 : (1 - projector Φ) * h * projector Φ = 0 := by
      have e : (1 - projector Φ) * h * projector Φ = (1 - projector Φ) * h * Φ * Φᴴ :=
        (Matrix.mul_assoc ((1 - projector Φ) * h) Φ Φᴴ).symm
      rw [e, hB, Matrix.zero_mul]
    have hP : (projector Φ)ᴴ = projector Φ := by
      simp [projector, Matrix.conjTranspose_mul]
    -- the adjoint relation gives the other off-diagonal block
    have h2 := congrArg Matrix.conjTranspose h1
    simp only [Matrix.conjTranspose_mul, Matrix.conjTranspose_sub, Matrix.conjTranspose_one,
      hP, hh.eq, Matrix.conjTranspose_zero] at h2
    linear_combination (norm := noncomm_ring) h2 - h1
  · intro hc
    have hPΦ : projector Φ * Φ = Φ := by
      rw [projector, Matrix.mul_assoc, hΦ, Matrix.mul_one]
    have hB : (1 - projector Φ) * h * Φ = 0 := by
      rw [Matrix.sub_mul, Matrix.one_mul, hc, Matrix.sub_mul, Matrix.mul_assoc h, hPΦ,
        sub_self]
    simp [hB]

end

end SlaterVariance
```

```lean
#print axioms SlaterVariance.oneBody_slater
#print axioms SlaterVariance.variance_slater
#print axioms SlaterVariance.variance_eq_zero_iff
```

```
'SlaterVariance.oneBody_slater' depends on axioms: [propext, Classical.choice, Quot.sound]
'SlaterVariance.variance_slater' depends on axioms: [propext, Classical.choice, Quot.sound]
'SlaterVariance.variance_eq_zero_iff' depends on axioms: [propext, Classical.choice, Quot.sound]
```

## From the derivation to the lemmas

`slater_updateCol` is the column expansion, and `hrow` in `oneBody_slater` is the row expansion; exchanging the sums joins them. In `oneBody_slater_split`, the vanishing of repeated columns appears as $\mathrm{adj}(S)\,S=\det(S)\,1$, in the step `hcr`.

In `braket_slater`, `hdet` expands the determinant of overlaps and `key` carries out the relabelling for each permutation. `braket_single` then replaces one column of the identity matrix.

`variance_eq_trace` needs no Hermiticity. Its step `mean` gives $\langle H\rangle=m$, `back` selects $l=k$, `second` assembles $\langle H^2\rangle$, and `htr` uses cyclicity of the trace.

`variance_eq_sum_norm` brings in Hermiticity, from which `variance_slater` reads off reality and sign. In `variance_eq_zero_iff`, a zero sum of nonnegative terms forces every entry of $(1-P)h\Phi$ to vanish; `h1` and `h2` are the two off-diagonal blocks, and their difference is the commutator.
